# End-site Green's functions of the Kac chain as binomial sums

The Green's function is taken here as an ordinary matrix inverse, $G(z)=(z-H)^{-1}$, at a fixed complex number $z$ and without a $+i0$ limit. The inverse exists only where $z-H$ is invertible, and the spectrum of the Hamiltonian $H$ is determined below to say exactly where that is. For one particle on this finite chain, the result gives two matrix elements of $G(z)$ in closed form, against which a numerical Green's function can be checked. The residues of $G_{00}$ at its poles are the weights of the local density of states at site $0$.

```lean
import Mathlib

open Finset
open scoped Matrix
open Polynomial (C X derivative)

noncomputable section

namespace KacChainGreen
```

This loads Mathlib and lets `X` denote the polynomial variable.

```lean
/-- The coupling between the neighbouring sites `j` and `j + 1` of the Kac chain. -/
def coupling (n j : ℕ) : ℝ := Real.sqrt (((j : ℝ) + 1) * ((n : ℝ) - j))
```

The coupling between sites $j$ and $j+1$ is $c_j=\sqrt{(j+1)(n-j)}$, in dimensionless energy units. In particular $c_n=0$.

```lean
/-- The Hamiltonian of the Kac chain on sites `0, ..., n`, with zero on-site energies. -/
def kacChain (n : ℕ) : Matrix (Fin (n + 1)) (Fin (n + 1)) ℂ :=
  Matrix.of fun i j =>
    (if (i : ℕ) + 1 = j then (coupling n i : ℂ) else 0) +
      (if (j : ℕ) + 1 = i then (coupling n j : ℂ) else 0)
```

`Fin (n + 1)` is the set of sites $0,\dots,n$. The two `if` terms are the hops between neighbours; the diagonal is zero. The case $n=0$ is a single site with $H=0$.

```lean
/-- The generating polynomial of mode `k`. -/
def modePoly (n k : ℕ) : Polynomial ℂ := (1 + X) ^ (n - k) * (1 - X) ^ k
```

For mode $k$, let $P_k=(1+X)^{n-k}(1-X)^k$, with coefficients $a_j$.

```lean
/-- The amplitudes of mode `k`: coefficients of its generating polynomial, divided by
square roots of binomial coefficients. -/
def kacMode (n k : ℕ) : Fin (n + 1) → ℂ := fun j =>
  (modePoly n k).coeff j / (Real.sqrt (n.choose j : ℝ) : ℂ)
```

With $b_j=\binom nj$, the mode has amplitudes $v^{(k)}_j=a_j/\sqrt{b_j}$. For $n\ge1$ it is not normalised.

```lean
/-- The Green's matrix `(z - H)⁻¹` of the chain. -/
def greenMatrix (n : ℕ) (z : ℂ) : Matrix (Fin (n + 1)) (Fin (n + 1)) ℂ :=
  (z • (1 : Matrix (Fin (n + 1)) (Fin (n + 1)) ℂ) - kacChain n)⁻¹
```

This is $G(z)$; `⁻¹` is the matrix inverse.

```lean
/-- The superposition of modes with weights `2⁻ⁿ binom(n,k) / (z - n + 2k)`. -/
def kacResponse (n : ℕ) (z : ℂ) : Fin (n + 1) → ℂ :=
  ((2 : ℂ) ^ n)⁻¹ • ∑ k ∈ range (n + 1), ((n.choose k : ℂ) / (z - n + 2 * k)) • kacMode n k
```

This is the candidate for the first column of $G$:
$$w=2^{-n}\sum_{k=0}^n\frac{b_k}{z-n+2k}\,v^{(k)}.$$

```lean
/-- The couplings relate the square roots of neighbouring binomial coefficients. -/
theorem coupling_binomial {n i : ℕ} (hi : i ≤ n) :
    coupling n i * Real.sqrt (n.choose i) = ((i : ℝ) + 1) * Real.sqrt (n.choose (i + 1)) ∧
    coupling n i * Real.sqrt (n.choose (i + 1)) = ((n : ℝ) - i) * Real.sqrt (n.choose i) := by
  have hc : (n.choose (i + 1) : ℝ) * ((i : ℝ) + 1) = n.choose i * ((n : ℝ) - i) := by
    have h := congrArg (Nat.cast : ℕ → ℝ) (Nat.choose_succ_right_eq n i)
    rw [Nat.cast_mul, Nat.cast_mul, Nat.cast_sub hi, Nat.cast_add, Nat.cast_one] at h
    exact h
  have hn : (0 : ℝ) ≤ (n : ℝ) - i := sub_nonneg.mpr (Nat.cast_le.mpr hi)
  have hp : (0 : ℝ) ≤ (i : ℝ) + 1 := by positivity
  unfold coupling
  constructor
  · rw [← Real.sqrt_mul (mul_nonneg hp hn),
      show ((i : ℝ) + 1) * ((n : ℝ) - i) * n.choose i
        = ((i : ℝ) + 1) ^ 2 * n.choose (i + 1) by linear_combination (-((i : ℝ) + 1)) * hc,
      Real.sqrt_mul (sq_nonneg _), Real.sqrt_sq hp]
  · rw [← Real.sqrt_mul (mul_nonneg hp hn),
      show ((i : ℝ) + 1) * ((n : ℝ) - i) * n.choose (i + 1)
        = ((n : ℝ) - i) ^ 2 * n.choose i by linear_combination ((n : ℝ) - i) * hc,
      Real.sqrt_mul (sq_nonneg _), Real.sqrt_sq hn]
```

Since $(j+1)b_{j+1}=(n-j)b_j$, taking square roots gives
$$c_j\sqrt{b_j}=(j+1)\sqrt{b_{j+1}},\qquad c_j\sqrt{b_{j+1}}=(n-j)\sqrt{b_j}.$$
Lean's index `i` is $j$ here.

```lean
/-- The Hamiltonian moves amplitude to site `i` from its right and left neighbours. -/
theorem kacChain_mulVec (n : ℕ) (f : ℕ → ℂ) {i : ℕ} (hi : i < n + 1) :
    (kacChain n *ᵥ fun j : Fin (n + 1) => f j) ⟨i, hi⟩ =
      coupling n i * f (i + 1) + (if i = 0 then 0 else coupling n (i - 1) * f (i - 1)) := by
  have h : (kacChain n *ᵥ fun j : Fin (n + 1) => f j) ⟨i, hi⟩ =
      ∑ j ∈ range (n + 1), ((if i + 1 = j then (coupling n i : ℂ) * f j else 0) +
        (if j + 1 = i then (coupling n j : ℂ) * f j else 0)) := by
    rw [← Fin.sum_univ_eq_sum_range (fun j =>
      (if i + 1 = j then (coupling n i : ℂ) * f j else 0) +
        (if j + 1 = i then (coupling n j : ℂ) * f j else 0))]
    simp only [Matrix.mulVec, dotProduct, kacChain, Matrix.of_apply, add_mul, ite_mul, zero_mul]
  rw [h, sum_add_distrib, sum_ite_eq]
  congr 1
  · split_ifs with hm
    · rfl
    · have : i = n := by rw [mem_range] at hm; omega
      simp [coupling, this]
  · cases i with
    | zero => simp
    | succ m =>
      have hm : m ∈ range (n + 1) := mem_range.mpr (by omega)
      rw [if_neg (Nat.succ_ne_zero m), Nat.add_sub_cancel, sum_eq_single_of_mem m hm]
      · rw [if_pos rfl]
      · intro b _ hb
        rw [if_neg (by omega)]
```

`*ᵥ` applies a matrix to a vector: $(Hf)_i=c_if_{i+1}+c_{i-1}f_{i-1}$, without the second term at $i=0$. At $i=n$ the first term vanishes because $c_n=0$.

```lean
/-- A solution of `H u = z u` that vanishes at site `0` vanishes on the whole chain. -/
theorem eq_zero_of_edge_eq_zero {n : ℕ} {z : ℂ} {u : Fin (n + 1) → ℂ}
    (h : kacChain n *ᵥ u = z • u) (h0 : u 0 = 0) : u = 0 := by
  let f : ℕ → ℂ := fun j => if h : j < n + 1 then u ⟨j, h⟩ else 0
  have hf : (fun j : Fin (n + 1) => f j) = u := by
    funext j
    show (if h : (j : ℕ) < n + 1 then u ⟨j, h⟩ else 0) = u j
    rw [dif_pos j.2]
  have hz : ∀ j, j < n + 1 → f j = 0 := by
    intro j
    induction j using Nat.strong_induction_on with
    | _ j ih =>
      intro hj
      cases j with
      | zero => exact (congrFun hf 0).trans h0
      | succ i =>
        have hi : i < n + 1 := by omega
        have e := kacChain_mulVec n f hi
        have hu : u ⟨i, hi⟩ = 0 := (congrFun hf ⟨i, hi⟩).symm.trans (ih i (by omega) hi)
        have hp : (if i = 0 then (0 : ℂ) else coupling n (i - 1) * f (i - 1)) = 0 := by
          split_ifs
          · rfl
          · rw [ih (i - 1) (by omega) (by omega), mul_zero]
        rw [hf, h, hp, Pi.smul_apply, hu, smul_zero, add_zero] at e
        have hin : (i : ℝ) < n := Nat.cast_lt.mpr (by omega)
        have ht : coupling n i ≠ 0 :=
          (Real.sqrt_pos.mpr (mul_pos (by positivity) (by linarith))).ne'
        exact (mul_eq_zero.mp e.symm).resolve_left (Complex.ofReal_ne_zero.mpr ht)
  funext j
  exact (congrFun hf j).symm.trans (hz j j.2)
```

Let $Hu=zu$ and $u_0=0$. Row $i<n$ reads $c_iu_{i+1}=zu_i-c_{i-1}u_{i-1}$, again without the last term at $i=0$. If the amplitudes up to site $i$ vanish, so does $u_{i+1}$, because $c_i>0$. The proof is this strong induction.

```lean
/-- For `k ≤ n`, the coefficients of the generating polynomial obey a three-term recurrence with a
two-term first step, and the coefficient of `X ^ (n + 1)` is zero. -/
theorem modePoly_recurrence {n k : ℕ} (hk : k ≤ n) :
    (modePoly n k).coeff 1 = ((n : ℂ) - 2 * k) * (modePoly n k).coeff 0 ∧
    (∀ m : ℕ, ((m : ℂ) + 2) * (modePoly n k).coeff (m + 1 + 1)
      + ((n : ℂ) - m) * (modePoly n k).coeff m
      = ((n : ℂ) - 2 * k) * (modePoly n k).coeff (m + 1)) ∧
    (modePoly n k).coeff (n + 1) = 0 := by
  obtain ⟨p, rfl⟩ := Nat.exists_eq_add_of_le hk
  have hP : modePoly (k + p) k = (1 + X) ^ p * (1 - X) ^ k := by
    rw [modePoly, Nat.add_sub_cancel_left]
  have hA : ∀ m : ℕ, (1 + X) * derivative ((1 + X : Polynomial ℂ) ^ m)
      = C (m : ℂ) * (1 + X) ^ m := by
    intro m
    cases m with
    | zero => simp
    | succ m =>
      simp only [Polynomial.derivative_pow_succ, Polynomial.derivative_add,
        Polynomial.derivative_one, Polynomial.derivative_X, Nat.cast_add, Nat.cast_one]
      ring
  have hB : ∀ m : ℕ, (1 - X) * derivative ((1 - X : Polynomial ℂ) ^ m)
      = -(C (m : ℂ) * (1 - X) ^ m) := by
    intro m
    cases m with
    | zero => simp
    | succ m =>
      simp only [Polynomial.derivative_pow_succ, Polynomial.derivative_sub,
        Polynomial.derivative_one, Polynomial.derivative_X, Nat.cast_add, Nat.cast_one]
      ring
  -- the first-order differential equation of the generating polynomial
  have ode : derivative (modePoly (k + p) k) + X * (C ((k : ℂ) + p) * modePoly (k + p) k
      - X * derivative (modePoly (k + p) k)) = C ((p : ℂ) - k) * modePoly (k + p) k := by
    rw [hP, Polynomial.derivative_mul, Polynomial.C_add, Polynomial.C_sub]
    linear_combination (1 - X) * (1 - X) ^ k * hA p + (1 + X) * (1 + X) ^ p * hB k
  have hX : ∀ m : ℕ, (X * derivative (modePoly (k + p) k)).coeff m
      = m * (modePoly (k + p) k).coeff m := by
    intro m
    cases m with
    | zero => simp
    | succ m =>
      rw [Polynomial.coeff_X_mul, Polynomial.coeff_derivative]
      push_cast
      ring
  refine ⟨?_, fun m => ?_, ?_⟩
  · have h := congrArg (fun q => Polynomial.coeff q 0) ode
    simp only [Polynomial.coeff_add, Polynomial.mul_coeff_zero, Polynomial.coeff_X_zero,
      Polynomial.coeff_C_zero, Polynomial.coeff_derivative, zero_mul, zero_add, add_zero,
      Nat.cast_zero, mul_one] at h
    push_cast
    linear_combination h
  · have h := congrArg (fun q => Polynomial.coeff q (m + 1)) ode
    simp only [Polynomial.coeff_add, Polynomial.coeff_X_mul, Polynomial.coeff_sub,
      Polynomial.coeff_C_mul, hX, Polynomial.coeff_derivative] at h
    push_cast at h ⊢
    linear_combination h
  · apply Polynomial.coeff_eq_zero_of_natDegree_lt
    have h1 : (1 + X : Polynomial ℂ).natDegree ≤ 1 := by compute_degree
    have h2 : (1 - X : Polynomial ℂ).natDegree ≤ 1 := by compute_degree
    have h3 := Polynomial.natDegree_pow_le_of_le p h1
    have h4 := Polynomial.natDegree_pow_le_of_le k h2
    have h5 := Polynomial.natDegree_mul_le (p := (1 + X : Polynomial ℂ) ^ p) (q := (1 - X) ^ k)
    rw [hP]
    omega
```

Differentiating $P_k$ gives $(1-X^2)P_k'=(n-2k-nX)P_k$, or
$$P_k'+X(nP_k-XP_k')=(n-2k)P_k.$$
The coefficients of $X^0$ and $X^{m+1}$ give
$$a_1=(n-2k)a_0,\qquad (m+2)a_{m+2}+(n-m)a_m=(n-2k)a_{m+1}.$$
The degree is at most $n$, so $a_{n+1}=0$. In the proof, `hA` and `hB` differentiate the two factors, and `ode` combines them.

```lean
/-- Mode `k` satisfies the eigenvalue equation of the chain with energy `n - 2k`. -/
theorem kacChain_mulVec_mode {n k : ℕ} (hk : k ≤ n) :
    kacChain n *ᵥ kacMode n k = ((n : ℂ) - 2 * k) • kacMode n k := by
  obtain ⟨h0, hs, hd⟩ := modePoly_recurrence hk
  have hne : ∀ j ≤ n, (Real.sqrt (n.choose j : ℝ) : ℂ) ≠ 0 := fun j hj =>
    Complex.ofReal_ne_zero.mpr
      (Real.sqrt_pos.mpr (Nat.cast_pos.mpr (Nat.choose_pos hj))).ne'
  have up : ∀ j ≤ n, (coupling n j : ℂ) *
      ((modePoly n k).coeff (j + 1) / (Real.sqrt (n.choose (j + 1) : ℝ) : ℂ))
      = ((j : ℂ) + 1) * (modePoly n k).coeff (j + 1) / (Real.sqrt (n.choose j : ℝ) : ℂ) := by
    intro j hj
    rcases hj.lt_or_eq with h | h
    · have c := congrArg Complex.ofReal (coupling_binomial hj).1
      push_cast at c
      rw [← mul_div_assoc, div_eq_div_iff (hne _ h) (hne _ hj)]
      linear_combination (modePoly n k).coeff (j + 1) * c
    · rw [h, hd]
      simp
  have down : ∀ j < n, (coupling n j : ℂ) *
      ((modePoly n k).coeff j / (Real.sqrt (n.choose j : ℝ) : ℂ))
      = ((n : ℂ) - j) * (modePoly n k).coeff j / (Real.sqrt (n.choose (j + 1) : ℝ) : ℂ) := by
    intro j hj
    have c := congrArg Complex.ofReal (coupling_binomial hj.le).2
    push_cast at c
    rw [← mul_div_assoc, div_eq_div_iff (hne _ hj.le) (hne _ hj)]
    linear_combination (modePoly n k).coeff j * c
  funext ⟨i, hi⟩
  refine (kacChain_mulVec n (fun j => (modePoly n k).coeff j /
    (Real.sqrt (n.choose j : ℝ) : ℂ)) hi).trans ?_
  simp only [Pi.smul_apply, smul_eq_mul, kacMode]
  rw [up i (by omega)]
  cases i with
  | zero =>
    have h0' : (modePoly n k).coeff (0 + 1) = ((n : ℂ) - 2 * k) * (modePoly n k).coeff 0 := h0
    rw [if_pos rfl, h0', Nat.cast_zero]
    ring
  | succ m =>
    rw [if_neg (Nat.succ_ne_zero m), Nat.add_sub_cancel, down m (by omega), ← add_div,
      ← mul_div_assoc, ← hs m]
    push_cast
    ring
```

By the square-root identities, row $i$ of $Hv^{(k)}$ is
$$\frac{(i+1)a_{i+1}+(n-i+1)a_{i-1}}{\sqrt{b_i}}=(n-2k)\frac{a_i}{\sqrt{b_i}},$$
with the $a_{i-1}$ term absent at $i=0$. The steps `up` and `down` supply the two terms, and the recurrence gives the equality.

```lean
/-- Mode `k` has amplitude `1` at site `0` and `(-1)^k` at site `n`. -/
theorem kacMode_ends {n k : ℕ} (hk : k ≤ n) :
    kacMode n k 0 = 1 ∧ kacMode n k (Fin.last n) = (-1) ^ k := by
  constructor
  · simp [kacMode, modePoly, Polynomial.coeff_zero_eq_eval_zero]
  · have h1 : (1 + X : Polynomial ℂ).natDegree ≤ 1 := by compute_degree
    have h2 : (1 - X : Polynomial ℂ).natDegree ≤ 1 := by compute_degree
    have h3 := Polynomial.coeff_mul_add_eq_of_natDegree_le
      (Polynomial.natDegree_pow_le_of_le (n - k) h1) (Polynomial.natDegree_pow_le_of_le k h2)
    rw [Polynomial.coeff_pow_of_natDegree_le h1, Polynomial.coeff_pow_of_natDegree_le h2,
      mul_one, mul_one, Nat.sub_add_cancel hk] at h3
    have h4 : (modePoly n k).coeff n = (-1) ^ k := by
      rw [modePoly, h3]
      simp [Polynomial.coeff_one]
    simp [kacMode, h4]
```

The constant coefficient of $P_k$ is $1$, its coefficient of $X^n$ is $(-1)^k$, and $b_0=b_n=1$. After normalisation, the amplitude at site $0$ has modulus $\sqrt{b_k/2^n}$.

```lean
/-- The binomially weighted sum of all modes is `2ⁿ` times the state localised at site `0`. -/
theorem sum_kacMode (n : ℕ) :
    ∑ k ∈ range (n + 1), (n.choose k : ℂ) • kacMode n k
      = (2 : ℂ) ^ n • (Pi.single 0 1 : Fin (n + 1) → ℂ) := by
  -- binomial theorem for (1 - X) + (1 + X) = 2
  have e : ∑ k ∈ range (n + 1), C (n.choose k : ℂ) * modePoly n k = C ((2 : ℂ) ^ n) := by
    have two : (1 - X : Polynomial ℂ) + (1 + X) = C 2 := by
      rw [← one_add_one_eq_two, Polynomial.C_add, Polynomial.C_1]
      ring
    rw [Polynomial.C_pow, ← two, add_pow]
    refine sum_congr rfl fun k _ => ?_
    rw [modePoly, Polynomial.C_eq_natCast]
    ring
  funext j
  have h := congrArg (fun q => Polynomial.coeff q (j : ℕ)) e
  simp only [Polynomial.finsetSum_coeff, Polynomial.coeff_C_mul, Polynomial.coeff_C] at h
  simp only [Finset.sum_apply, Pi.smul_apply, smul_eq_mul, kacMode, ← mul_div_assoc,
    ← Finset.sum_div]
  rw [h]
  by_cases hj : j = 0
  · subst hj
    simp
  · have hj' : (j : ℕ) ≠ 0 := fun h => hj (Fin.ext (by simpa using h))
    rw [if_neg hj', Pi.single_eq_of_ne hj, zero_div, mul_zero]
```

The binomial theorem gives $\sum_k b_kP_k=((1-X)+(1+X))^n=2^n$. Only the constant coefficient survives, so $\sum_k b_kv^{(k)}=2^ne_0$, where $e_0$, written `Pi.single 0 1`, is the state localised at site $0$.

```lean
/-- Away from the energies `n - 2k`, the response solves `(z - H) w = e₀` for a unit source
at site `0`. -/
theorem mulVec_kacResponse {n : ℕ} {z : ℂ} (hz : ∀ k ≤ n, z ≠ (n : ℂ) - 2 * k) :
    (z • (1 : Matrix (Fin (n + 1)) (Fin (n + 1)) ℂ) - kacChain n) *ᵥ kacResponse n z
      = Pi.single 0 1 := by
  have key : ∀ k ∈ range (n + 1),
      (z • (1 : Matrix (Fin (n + 1)) (Fin (n + 1)) ℂ) - kacChain n) *ᵥ
        (((n.choose k : ℂ) / (z - n + 2 * k)) • kacMode n k)
        = (n.choose k : ℂ) • kacMode n k := by
    intro k hk
    have hk' : k ≤ n := by rw [mem_range] at hk; omega
    have hd : z - n + 2 * k ≠ 0 := fun h => hz k hk' (by linear_combination h)
    rw [Matrix.mulVec_smul, Matrix.sub_mulVec, Matrix.smul_mulVec, Matrix.one_mulVec,
      kacChain_mulVec_mode hk', ← sub_smul, smul_smul,
      show z - ((n : ℂ) - 2 * k) = z - n + 2 * k by ring, div_mul_cancel₀ _ hd]
  rw [kacResponse, Matrix.mulVec_smul, ← Matrix.mulVecLin_apply, map_sum]
  simp only [Matrix.mulVecLin_apply]
  rw [sum_congr rfl key, sum_kacMode, smul_smul,
    inv_mul_cancel₀ (pow_ne_zero n two_ne_zero), one_smul]
```

The hypothesis `hz` keeps $z$ away from every $n-2k$. Since $(z-H)v^{(k)}=(z-n+2k)v^{(k)}$, each denominator in $w$ cancels, and the previous sum gives $(z-H)w=e_0$.

```lean
/-- The spectrum of the Kac chain: `det (z - H)` vanishes exactly at `z = n - 2k` with
`0 ≤ k ≤ n`. -/
theorem det_eq_zero_iff (n : ℕ) (z : ℂ) :
    (z • (1 : Matrix (Fin (n + 1)) (Fin (n + 1)) ℂ) - kacChain n).det = 0 ↔
      ∃ k ≤ n, z = (n : ℂ) - 2 * k := by
  constructor
  · intro hdet
    by_contra hcon
    have hz : ∀ k ≤ n, z ≠ (n : ℂ) - 2 * k := fun k hk h => hcon ⟨k, hk, h⟩
    obtain ⟨u, hu, hMu⟩ := Matrix.exists_mulVec_eq_zero_iff.mpr hdet
    have hsymm : (z • (1 : Matrix (Fin (n + 1)) (Fin (n + 1)) ℂ) - kacChain n)ᵀ
        = z • (1 : Matrix (Fin (n + 1)) (Fin (n + 1)) ℂ) - kacChain n := by
      have hH : (kacChain n)ᵀ = kacChain n := by
        ext i j
        simp only [Matrix.transpose_apply, kacChain, Matrix.of_apply]
        exact add_comm _ _
      rw [Matrix.transpose_sub, Matrix.transpose_smul, Matrix.transpose_one, hH]
    -- pairing the null vector with the response shows that it vanishes at site 0
    have h0 : u 0 = 0 := by
      have h : u ⬝ᵥ (Pi.single 0 1 : Fin (n + 1) → ℂ) = 0 := by
        rw [← mulVec_kacResponse hz, Matrix.dotProduct_mulVec, ← Matrix.mulVec_transpose,
          hsymm, hMu, zero_dotProduct]
      simpa using h
    rw [Matrix.sub_mulVec, Matrix.smul_mulVec, Matrix.one_mulVec] at hMu
    exact hu (eq_zero_of_edge_eq_zero (sub_eq_zero.mp hMu).symm h0)
  · rintro ⟨k, hk, rfl⟩
    refine Matrix.exists_mulVec_eq_zero_iff.mp ⟨kacMode n k, fun h => ?_, ?_⟩
    · have h1 := (kacMode_ends hk).1
      rw [h] at h1
      exact zero_ne_one h1
    · rw [Matrix.sub_mulVec, Matrix.smul_mulVec, Matrix.one_mulVec, kacChain_mulVec_mode hk,
        sub_self]
```

The spectrum is exactly $\{n-2k:0\le k\le n\}$. At such a $z$, $v^{(k)}$ is a null vector of $z-H$, nonzero because $v^{(k)}_0=1$. At any other $z$, suppose $(z-H)u=0$. As $z-H$ is symmetric,
$$u_0=u^Te_0=u^T(z-H)w=((z-H)u)^Tw=0,$$
so $u=0$ by the induction along the chain. The pairing `⬝ᵥ` involves no complex conjugation.

```lean
/-- Away from the energies `n - 2k`, the Green's matrix elements from site `0` to itself and
to site `n` are binomial sums over simple poles, the latter with alternating signs. -/
theorem greenMatrix_ends {n : ℕ} {z : ℂ} (hz : ∀ k ≤ n, z ≠ (n : ℂ) - 2 * k) :
    greenMatrix n z 0 0
      = ((2 : ℂ) ^ n)⁻¹ * ∑ k ∈ range (n + 1), (n.choose k : ℂ) / (z - n + 2 * k) ∧
    greenMatrix n z (Fin.last n) 0
      = ((2 : ℂ) ^ n)⁻¹ *
        ∑ k ∈ range (n + 1), (-1) ^ k * (n.choose k : ℂ) / (z - n + 2 * k) := by
  have hdet : (z • (1 : Matrix (Fin (n + 1)) (Fin (n + 1)) ℂ) - kacChain n).det ≠ 0 := by
    intro h
    obtain ⟨k, hk, e⟩ := (det_eq_zero_iff n z).mp h
    exact hz k hk e
  -- the first column of the Green's matrix is the response to a source at site 0
  have col : ∀ i, greenMatrix n z i 0 = kacResponse n z i := by
    intro i
    have h : greenMatrix n z *ᵥ (Pi.single 0 1 : Fin (n + 1) → ℂ) = kacResponse n z := by
      rw [← mulVec_kacResponse hz, Matrix.mulVec_mulVec, greenMatrix,
        Matrix.nonsing_inv_mul _ (isUnit_iff_ne_zero.mpr hdet), Matrix.one_mulVec]
    rw [← h]
    simp [Matrix.mulVec, dotProduct, Pi.single_apply]
  constructor
  · rw [col, kacResponse, Pi.smul_apply, Finset.sum_apply, smul_eq_mul]
    congr 1
    refine sum_congr rfl fun k hk => ?_
    rw [Pi.smul_apply, (kacMode_ends (Nat.lt_succ_iff.mp (mem_range.mp hk))).1, smul_eq_mul,
      mul_one]
  · rw [col, kacResponse, Pi.smul_apply, Finset.sum_apply, smul_eq_mul]
    congr 1
    refine sum_congr rfl fun k hk => ?_
    rw [Pi.smul_apply, (kacMode_ends (Nat.lt_succ_iff.mp (mem_range.mp hk))).2, smul_eq_mul]
    ring

end KacChainGreen
```

For $z$ outside the spectrum, $z-H$ is invertible, and multiplying $(z-H)w=e_0$ by $G$ gives $Ge_0=w$; this is the step `col`. Inserting the end amplitudes of the modes yields
$$G_{00}=2^{-n}\sum_{k=0}^n\frac{\binom nk}{z-n+2k},\qquad G_{n0}=2^{-n}\sum_{k=0}^n\frac{(-1)^k\binom nk}{z-n+2k}.$$
`Fin.last n` is site $n$. For $n=0$ both entries are $1/z$.

```lean
#print axioms KacChainGreen.greenMatrix_ends
```

```
'KacChainGreen.greenMatrix_ends' depends on axioms: [propext, Classical.choice, Quot.sound]
```
